# Renormalized correction per fragment vanishes for many identical non-interacting fragments when ⟨y,t⟩ ≠ 0 and the bra excites one fragment at a time

Each fragment is in its reference, `none`, or in an excitation `some i`, with $i$ in a finite set `ι`. A configuration of $n$ fragments is a function `Fin n → Option ι`. Let $0$ denote the all-reference configuration and $E_{k,i}$ the one in which only fragment $k$ is excited, by $i$; in Lean this is `excite k i`.

The complex vectors $t$, $y$ and $m$ hold the ket amplitudes, bra amplitudes and moments of one fragment. Write

$$s=\langle y,t\rangle=\sum_i \bar y_i t_i,\qquad a=\langle y,m\rangle=\sum_i \bar y_i m_i,$$

which are `star y ⬝ᵥ t` and `star y ⬝ᵥ m`. The ket is normalised to reference amplitude 1 (intermediate normalisation) and in general does not have unit norm.

In coupled-cluster theory a moment is $\langle\Phi_i|e^{-T}He^{T}|\Phi_0\rangle$, with Hamiltonian $H$, cluster operator $T$, reference $\Phi_0$ and excited determinant $\Phi_i$. Here the vectors are arbitrary: no coupled-cluster equations are solved, and $i$ is not restricted to triple excitations. The renormalized correction studied here is a quotient: the bra contracted with the moments, divided by the overlap of the bra with the ket. The fragments do not interact, and their moments are additive.

```lean
import Mathlib

open Matrix Filter Topology

namespace RenormalizedTriples

noncomputable section

variable {ι : Type*}

/-- The configuration in which fragment `k` carries excitation `i` and all other fragments
are in their reference state `none`. -/
def excite {n : ℕ} (k : Fin n) (i : ι) : Fin n → Option ι :=
  fun l => if l = k then some i else none
```

## Independent fragments: a product ket

Non-interacting identical fragments have the ket $\Psi(c)=\prod_k \psi(c_k)$, with $\psi(\text{none})=1$ and $\psi(i)=t_i$.

```lean
/-- The ket of one fragment: amplitude 1 on the reference and `t i` on excitation `i`. -/
def fragmentKet (t : ι → ℂ) : Option ι → ℂ
  | none => 1
  | some i => t i

/-- The ket of `n` identical fragments: the tensor power of the fragment ket. -/
def ket (n : ℕ) (t : ι → ℂ) (c : Fin n → Option ι) : ℂ :=
  ∏ k, fragmentKet t (c k)
```

By hand, $\Psi(0)=1$ and $\Psi(E_{k,i})=t_i\cdot 1^{n-1}=t_i$. In `ket_excite`, `Finset.prod_eq_single k` isolates the one factor that can differ from 1. Interacting fragments could have other amplitudes on $E_{k,i}$, and the overlap would change accordingly.

The lemma `excite_inj`, needed for the moments, compares two configurations at fragment $k$ to show that $E_{k,i}$ determines both $k$ and $i$.

```lean
/-- Two single-fragment excitations coincide exactly when they excite the same fragment
in the same way. -/
theorem excite_inj {n : ℕ} {k l : Fin n} {i j : ι} :
    excite k i = excite l j ↔ k = l ∧ i = j := by
  constructor
  · intro h
    have h' := congrFun h k
    by_cases hkl : k = l
    · subst hkl
      simpa [excite] using h'
    · simp [excite, hkl] at h'
  · rintro ⟨rfl, rfl⟩
    rfl

/-- The product ket has amplitude `t i` on a configuration with the single excitation `i`. -/
theorem ket_excite {n : ℕ} (t : ι → ℂ) (k : Fin n) (i : ι) :
    ket n t (excite k i) = t i := by
  unfold ket
  rw [Finset.prod_eq_single k]
  · simp [excite, fragmentKet]
  · intro l _ hl
    simp [excite, fragmentKet, hl]
  · simp
```

## A bra that excites one fragment at a time

The bra reads the reference and the single-fragment excitations, but no configuration with two or more excited fragments. On a state $v$ it gives $v(0)+\sum_{k,i}\bar y_i v(E_{k,i})$, so its overlap with the ket is

$$1+\sum_{k=1}^n\sum_i\bar y_i t_i=1+ns.$$

The theorem `bra_ket` substitutes the two ket values and sums $n$ equal terms. With a full product bra the overlap would be $(1+s)^n$ instead.

```lean
variable [Fintype ι]

/-- The bra made of the reference and all single-fragment excitations with amplitudes `y`,
acting on a state `v` of the `n` fragments. -/
def bra (n : ℕ) (y : ι → ℂ) (v : (Fin n → Option ι) → ℂ) : ℂ :=
  v (fun _ => none) + ∑ k, ∑ i, star (y i) * v (excite k i)

/-- The overlap of the truncated bra with the product ket is `1 + n⟨y,t⟩`. -/
theorem bra_ket (n : ℕ) (y t : ι → ℂ) :
    bra n y (ket n t) = 1 + n * (star y ⬝ᵥ t) := by
  have href : ket n t (fun _ => none) = 1 := by simp [ket, fragmentKet]
  simp only [bra, href, ket_excite, dotProduct, Pi.star_apply, Finset.sum_const,
    Finset.card_univ, Fintype.card_fin, nsmul_eq_mul]
```

## Moments that are additive over fragments

The moment vector $\mu$ is a sum of copies of $m$, each on one fragment with the others in the reference. Hence $\mu(0)=0$, $\mu(E_{k,i})=m_i$, and the bra gives $\sum_{k,i}\bar y_i m_i=na$.

In `bra_moment`, `href` and `hexc` are these two values; the second uses `excite_inj` to leave one term of the double sum. A reference component $\mu(0)\neq0$ would be added to the numerator.

```lean
variable [DecidableEq ι]

/-- The moment vector: the sum over fragments of a copy of `m` on that fragment, with all
other fragments in the reference. -/
def moment (n : ℕ) (m : ι → ℂ) (c : Fin n → Option ι) : ℂ :=
  ∑ k, ∑ i, if c = excite k i then m i else 0

/-- The bra contracted with the moment vector is additive over fragments: `n⟨y,m⟩`. -/
theorem bra_moment (n : ℕ) (y m : ι → ℂ) :
    bra n y (moment n m) = n * (star y ⬝ᵥ m) := by
  -- the moment vector has no reference component
  have href : moment n m (fun _ => none) = 0 :=
    Finset.sum_eq_zero fun l _ => Finset.sum_eq_zero fun j _ =>
      if_neg fun h => by simpa [excite] using congrFun h l
  -- on a single-fragment excitation exactly one term survives
  have hexc : ∀ (k : Fin n) (i : ι), moment n m (excite k i) = m i := by
    intro k i
    unfold moment
    rw [Finset.sum_eq_single k, Finset.sum_eq_single i]
    · exact if_pos rfl
    · intro j _ hj
      exact if_neg fun h => hj (excite_inj.1 h).2.symm
    · simp
    · intro l _ hl
      exact Finset.sum_eq_zero fun j _ => if_neg fun h => hl (excite_inj.1 h).1.symm
    · simp
  simp only [bra, href, hexc, dotProduct, Pi.star_apply, Finset.sum_const,
    Finset.card_univ, Fintype.card_fin, nsmul_eq_mul, zero_add]
```

## Nonnegative real part of ⟨y,t⟩: a safe denominator

The correction is defined as the quotient of the two bra values, so its closed form is derived:

$$C_n=\frac{na}{1+ns}.$$

Multiplying the whole bra by a nonzero constant does not change the quotient, but rescaling $y$ alone generally does, because the reference amplitude of the bra stays 1. If $\operatorname{Re}s\ge0$, then $\operatorname{Re}(1+ns)=1+n\operatorname{Re}s\ge1$, and the overlap is nonzero for every $n$. This includes real $s>0$. The proof of `correction_eq` takes real parts of a supposed zero overlap and reaches the contradiction with `linarith`.

Without a condition on $s$, the value $s=-1/n$ makes the overlap vanish for $n\ge1$, and the correction is undefined.

```lean
/-- The renormalized correction of `n` fragments: bra-moment contraction divided by
bra-ket overlap, meaningful where the overlap is nonzero. -/
def correction (n : ℕ) (y t m : ι → ℂ) : ℂ :=
  bra n y (moment n m) / bra n y (ket n t)

/-- If `⟨y,t⟩` has nonnegative real part, the overlap never vanishes and the correction of
`n` fragments is `n⟨y,m⟩ / (1 + n⟨y,t⟩)`. -/
theorem correction_eq (n : ℕ) (y t m : ι → ℂ) (hs : 0 ≤ (star y ⬝ᵥ t).re) :
    bra n y (ket n t) ≠ 0 ∧
      correction n y t m = n * (star y ⬝ᵥ m) / (1 + n * (star y ⬝ᵥ t)) := by
  refine ⟨?_, by rw [correction, bra_ket, bra_moment]⟩
  rw [bra_ket]
  intro h
  have hre := congrArg Complex.re h
  simp only [Complex.add_re, Complex.one_re, Complex.mul_re, Complex.natCast_re,
    Complex.natCast_im, zero_mul, sub_zero, Complex.zero_re] at hre
  have hpos := mul_nonneg (Nat.cast_nonneg n : (0 : ℝ) ≤ n) hs
  linarith
```

## Nonzero ⟨y,t⟩: saturation

Physically, $s\neq0$ means that each fragment contributes to the denominator. For $n>0$, cancelling $n$ gives

$$C_n=\frac{a}{1/n+s}\longrightarrow\frac as,\qquad \frac{C_n}{n}\longrightarrow\frac as\cdot0=0.$$

In `correction_saturates`, `hfac` takes a factor $n$ out of the overlap, `mul_div_mul_left` cancels it against the numerator, and $s\ne0$ permits the limit of the quotient. The next theorem multiplies by $1/n$. An overlap that vanishes at one particular $n$ does not affect the limits.

If $s=0$, then $C_n=na$, and the correction per fragment stays at $a$ for $n\ge1$.

```lean
omit [Fintype ι] [DecidableEq ι] in
private theorem tendsto_inv_nat : Tendsto (fun n : ℕ => (n : ℂ)⁻¹) atTop (𝓝 0) := by
  have h : Tendsto (fun n : ℕ => (n : ℝ)⁻¹) atTop (𝓝 0) :=
    tendsto_inv_atTop_zero.comp tendsto_natCast_atTop_atTop
  have h2 := (Complex.continuous_ofReal.tendsto 0).comp h
  simpa [Function.comp_def] using h2

/-- If `⟨y,t⟩ ≠ 0`, the total correction saturates at `⟨y,m⟩/⟨y,t⟩` as the number of
fragments grows. -/
theorem correction_saturates (y t m : ι → ℂ) (hs : star y ⬝ᵥ t ≠ 0) :
    Tendsto (fun n : ℕ => correction n y t m) atTop
      (𝓝 ((star y ⬝ᵥ m) / (star y ⬝ᵥ t))) := by
  have h : Tendsto (fun n : ℕ => (star y ⬝ᵥ m) / ((n : ℂ)⁻¹ + star y ⬝ᵥ t)) atTop
      (𝓝 ((star y ⬝ᵥ m) / (0 + star y ⬝ᵥ t))) :=
    tendsto_const_nhds.div (tendsto_inv_nat.add tendsto_const_nhds) (by rwa [zero_add])
  rw [zero_add] at h
  refine h.congr' ?_
  filter_upwards [eventually_gt_atTop 0] with n hn
  have hn' : (n : ℂ) ≠ 0 := Nat.cast_ne_zero.2 hn.ne'
  -- take a factor n out of the overlap; the last line cancels it against the numerator
  have hfac : 1 + (n : ℂ) * (star y ⬝ᵥ t) = n * ((n : ℂ)⁻¹ + star y ⬝ᵥ t) := by
    rw [mul_add, mul_inv_cancel₀ hn']
  rw [correction, bra_ket, bra_moment, hfac, mul_div_mul_left _ _ hn']

/-- If `⟨y,t⟩ ≠ 0`, the renormalized correction per fragment tends to zero as the number of
fragments grows. -/
theorem correction_per_fragment_tendsto_zero (y t m : ι → ℂ) (hs : star y ⬝ᵥ t ≠ 0) :
    Tendsto (fun n : ℕ => correction n y t m / (n : ℂ)) atTop (𝓝 0) := by
  have h := (correction_saturates y t m hs).mul tendsto_inv_nat
  rw [mul_zero] at h
  simpa only [div_eq_mul_inv] using h
```

## Nonzero overlaps and at least two fragments: the size error

Comparing $n$ fragments together with $n$ separate ones requires both $1+s\ne0$ and $1+ns\ne0$; otherwise one of the corrections is undefined. Then

$$C_n-nC_1=na\,\frac{(1+s)-(1+ns)}{(1+s)(1+ns)}=-\frac{n(n-1)as}{(1+s)(1+ns)}.$$

In `size_error`, `field_simp` clears the denominators using these two hypotheses, and `ring` finishes the algebra.

For $n\ge2$ the factor $n(n-1)$ is nonzero, so the error vanishes exactly when $a=0$ or $s=0$. The proof of `additive_iff` removes the nonzero factors in the same way. For $n=1$ additivity is automatic, even with $a=s=1$.

For electronic structure, this shows how a renormalizing denominator can spoil size consistency, in a model of identical non-interacting fragments with fixed amplitudes and a truncated bra.

```lean
/-- The size-consistency error, the correction of `n` fragments minus `n` times that of one
fragment, in closed form when both overlaps are nonzero. -/
theorem size_error (n : ℕ) (y t m : ι → ℂ) (h1 : 1 + star y ⬝ᵥ t ≠ 0)
    (hn : 1 + (n : ℂ) * (star y ⬝ᵥ t) ≠ 0) :
    correction n y t m - n * correction 1 y t m =
      -((n * (n - 1) * (star y ⬝ᵥ m) * (star y ⬝ᵥ t)) /
        ((1 + star y ⬝ᵥ t) * (1 + n * (star y ⬝ᵥ t)))) := by
  simp only [correction, bra_ket, bra_moment, Nat.cast_one, one_mul]
  field_simp
  ring

/-- For at least two fragments and nonzero overlaps, the correction is additive over
fragments exactly when `⟨y,m⟩ = 0` or `⟨y,t⟩ = 0`. -/
theorem additive_iff (n : ℕ) (h2 : 2 ≤ n) (y t m : ι → ℂ) (h1 : 1 + star y ⬝ᵥ t ≠ 0)
    (hn : 1 + (n : ℂ) * (star y ⬝ᵥ t) ≠ 0) :
    correction n y t m = n * correction 1 y t m ↔
      star y ⬝ᵥ m = 0 ∨ star y ⬝ᵥ t = 0 := by
  have hn0 : (n : ℂ) ≠ 0 := Nat.cast_ne_zero.2 (by omega)
  have hn1 : (n : ℂ) - 1 ≠ 0 :=
    sub_ne_zero.2 (by exact_mod_cast (by omega : n ≠ 1))
  rw [← sub_eq_zero, size_error n y t m h1 hn]
  simp only [neg_eq_zero, div_eq_zero_iff, mul_eq_zero, hn0, hn1, h1, hn, false_or, or_false]

end

end RenormalizedTriples
```

```lean
#print axioms RenormalizedTriples.correction_eq
#print axioms RenormalizedTriples.correction_per_fragment_tendsto_zero
#print axioms RenormalizedTriples.additive_iff
```

```
'RenormalizedTriples.correction_eq' depends on axioms: [propext, Classical.choice, Quot.sound]
'RenormalizedTriples.correction_per_fragment_tendsto_zero' depends on axioms: [propext, Classical.choice, Quot.sound]
'RenormalizedTriples.additive_iff' depends on axioms: [propext, Classical.choice, Quot.sound]
```
